# If no Thouless amplitude of an n-electron Slater determinant exceeds 1 in modulus, no coefficient exceeds n! times the reference coefficient in modulus

The state is a single Slater determinant of n electrons, given by a real or complex matrix `Y` of orbital coefficients, and its coefficient on a choice of n basis orbitals is the determinant of the corresponding rows of `Y`. The theorem `coefficient_le_factorial_mul` assumes that the coefficient of a reference choice `f` is nonzero and that every entry of the amplitude matrix, `Y` times the inverse of its reference block, has modulus at most 1. It concludes that the coefficient of any choice `g` has modulus at most n! times that of the reference. The orbitals need not be orthonormal, and since both coefficients belong to the same state, normalising it does not affect the bound. The proof writes the coefficient of `g` as a minor of the amplitudes times the reference coefficient, then expands the minor into n! terms, each of modulus at most 1.

The first attempt, which Lean rejects:

```lean
import Mathlib

open Matrix

namespace CoefficientLeFactorialMul

noncomputable section

variable {𝕜 m n : Type*} [RCLike 𝕜] [Fintype n] [DecidableEq n]

/-- The square block of the orbital coefficients `Y` formed by the basis orbitals that `f`
selects. Its determinant is the coefficient of the selected determinant in the state. -/
def rowBlock (Y : Matrix m n 𝕜) (f : n → m) : Matrix n n 𝕜 :=
  Y.submatrix f id

/-- The Thouless amplitudes `Y A⁻¹` relative to the reference `f`, where `A` is the reference block
of `Y`; they have this meaning only when `A` is invertible. -/
def amplitudes (Y : Matrix m n 𝕜) (f : n → m) : Matrix m n 𝕜 :=
  Y * (rowBlock Y f)⁻¹

/-- If the reference has a nonzero coefficient, the amplitudes times the reference block
give back the orbital coefficients. -/
theorem amplitudes_mul_rowBlock {Y : Matrix m n 𝕜} {f : n → m}
    (h : (rowBlock Y f).det ≠ 0) : amplitudes Y f * rowBlock Y f = Y := by
  unfold amplitudes
  rw [Matrix.mul_assoc, Matrix.nonsing_inv_mul _ (isUnit_iff_ne_zero.mpr h), Matrix.mul_one]

/-- If the reference `f` has a nonzero coefficient, the coefficient of any determinant `g` is
the corresponding minor of the amplitudes times the coefficient of the reference. -/
theorem coefficient_eq_minor_mul {Y : Matrix m n 𝕜} {f : n → m}
    (h : (rowBlock Y f).det ≠ 0) (g : n → m) :
    (rowBlock Y g).det = (rowBlock (amplitudes Y f) g).det * (rowBlock Y f).det := by
  have e : rowBlock (amplitudes Y f) g * rowBlock Y f
      = rowBlock (amplitudes Y f * rowBlock Y f) g := rfl
  rw [← Matrix.det_mul, e, amplitudes_mul_rowBlock h]

/-- If the reference has a nonzero coefficient and all amplitudes have modulus at most 1, then
for `n` electrons no coefficient exceeds `n!` times that of the reference in modulus. -/
theorem coefficient_le_factorial_mul {Y : Matrix m n 𝕜} {f : n → m}
    (h : (rowBlock Y f).det ≠ 0) (hb : ∀ i j, ‖amplitudes Y f i j‖ ≤ 1) (g : n → m) :
    ‖(rowBlock Y g).det‖ ≤ (Fintype.card n).factorial * ‖(rowBlock Y f).det‖ := by
  rw [coefficient_eq_minor_mul h g, norm_mul]
  refine mul_le_mul_of_nonneg_right ?_ (norm_nonneg _)
  rw [Matrix.det_apply']
  -- each of the `n!` terms of the minor has modulus at most 1
  refine (norm_sum_le_of_le (f := fun _ => (1 : ℝ)) _ fun σ _ => ?_).trans
    (le_of_eq (by simp [Fintype.card_perm]))
  have hs : ‖((Equiv.Perm.sign σ : ℤ) : 𝕜)‖ = 1 := by
    rcases Int.units_eq_one_or (Equiv.Perm.sign σ) with h1 | h1 <;> simp [h1]
  rw [norm_mul, norm_prod, hs, one_mul]
  exact Finset.prod_le_one (fun _ _ => norm_nonneg _) fun k _ => hb (g (σ k)) k

end

end CoefficientLeFactorialMul
```

Lean reports:

```
Main.lean:47:18: error: `simp` made no progress
```

Diagnosis. The message says that `simp` found nothing to simplify in the equation meant to show that n! ones add up to n!. The ones never reached that equation. In `norm_sum_le_of_le` the argument `f` is the family being summed, and the bounds on the norms are a separate argument, `n`. Writing `(f := fun _ => (1 : ℝ))` therefore put the constant 1 in place of the terms of the determinant and left the bounds unspecified, so `simp` faced a sum of unknown terms.

The repair drops the named argument and states the sum of ones separately as `hsum`, where `simp` can evaluate it by counting the permutations. `rw [← hsum]` then replaces the factorial in the goal by that sum. The goal now has the shape of the conclusion of `norm_sum_le_of_le`, with a norm of a sum on the left and a sum of bounds on the right, so Lean reads both families off the goal. What remains is to bound each term by 1, which the unchanged last lines do.

Lean accepts the file once it reads:

```diff
@@ -44,6 +44,8 @@
   rw [Matrix.det_apply']
   -- each of the `n!` terms of the minor has modulus at most 1
-  refine (norm_sum_le_of_le (f := fun _ => (1 : ℝ)) _ fun σ _ => ?_).trans
-    (le_of_eq (by simp [Fintype.card_perm]))
+  have hsum : ∑ _σ : Equiv.Perm n, (1 : ℝ) = ((Fintype.card n).factorial : ℝ) := by
+    simp [Finset.card_univ, Fintype.card_perm]
+  rw [← hsum]
+  refine norm_sum_le_of_le _ fun σ _ => ?_
   have hs : ‖((Equiv.Perm.sign σ : ℤ) : 𝕜)‖ = 1 := by
     rcases Int.units_eq_one_or (Equiv.Perm.sign σ) with h1 | h1 <;> simp [h1]
```
